# The static COHSEX self-energy of a homogeneous electron gas with Thomas–Fermi screening, in closed form

An electron in a metal repels the electrons around it, and the depleted region that follows it weakens its interaction with the rest. If this response is treated as instantaneous, the GW self-energy reduces to two static terms: a Coulomb hole, which is half the electron's interaction energy with the depletion it causes, and an exchange energy computed with the screened interaction. How large are they for a plane wave at the bottom of the band and at the Fermi momentum $k_F$?

For a homogeneous gas with a single screening wave number $\kappa>0$, both terms are elementary functions. They give reference values for numerical momentum integration of the COHSEX self-energy with this model of screening. Hartree atomic units are used throughout.

```lean
import Mathlib

open Real MeasureTheory Set Filter Topology

namespace StaticCOHSEX

noncomputable section
```

## The interaction and the two energies

Thomas–Fermi screening has the dielectric function $\epsilon(q)=1+\kappa^2/q^2$. It divides the bare interaction $v=4\pi/q^2$ and gives

$$W(q)=\frac{4\pi}{q^2+\kappa^2}.$$

```lean
/-- Statically screened Coulomb interaction `4π/(Q + κ²)` as a function of the squared
momentum transfer `Q`; `κ = 0` is the bare interaction. -/
def screenedW (κ Q : ℝ) : ℝ := 4 * π / (Q + κ ^ 2)
```

The argument `Q` of `screenedW` is the squared momentum transfer $q^2$, and `screenedW 0` is $v$. Here $\kappa$ is a free parameter, standing for the inverse screening length. It is not computed from the density, and the frequency dependence of the screening is absent.

The Coulomb hole is half the induced potential at the electron's own position:

$$\Sigma_{\rm COH}=\frac12\int\!\frac{d^3q}{(2\pi)^3}\,(W-v)=\frac12\int_0^\infty\!\frac{4\pi q^2}{(2\pi)^3}\,(W-v)\,dq .$$

```lean
/-- Coulomb-hole energy: half the momentum-space integral of the screened minus the bare
interaction, in spherical coordinates. -/
def coulombHole (κ : ℝ) : ℝ :=
  1 / 2 * ∫ q in Ioi (0 : ℝ),
    4 * π * q ^ 2 / (2 * π) ^ 3 * (screenedW κ (q ^ 2) - screenedW 0 (q ^ 2))
```

Exchange runs over the occupied states of the same spin, which fill the sphere $p\le k_F$. With $\mu$ the cosine of the angle between $\mathbf k$ and $\mathbf p$,

$$S(k)=-\int_0^{k_F}\!dp\int_{-1}^{1}\!d\mu\,\frac{2\pi p^2}{(2\pi)^3}\,\frac{4\pi}{k^2+p^2-2kp\mu+\kappa^2}.$$

```lean
/-- Screened exchange at momentum `k`: minus the integral of the screened interaction over the
Fermi sphere of radius `kF`, with `μ` the cosine of the angle between the two momenta. -/
def screenedExchange (κ kF k : ℝ) : ℝ :=
  -∫ p in (0 : ℝ)..kF, ∫ μ in (-1 : ℝ)..1,
    2 * π * p ^ 2 / (2 * π) ^ 3 * screenedW κ (k ^ 2 + p ^ 2 - 2 * k * p * μ)
```

Both definitions start from the integrals in spherical coordinates; the passage from the three-dimensional integrals to this form is not part of the Lean code. The prefactors in $S(k)$ combine to $p^2/\pi$.

For $k>0$, write $D_\pm=(p\pm k)^2+\kappa^2$ and $L=\ln D_+-\ln D_-$. Apart from a constant factor $1/\pi$, the angular integral will leave the radial integrand $pL/(2k)$, for which a primitive is

$$F_k(p)=p+\frac{p^2-k^2+\kappa^2}{4k}L-\kappa\arctan\frac{p+k}{\kappa}-\kappa\arctan\frac{p-k}{\kappa}.$$

```lean
/-- For `κ, k > 0`, a primitive in `p` of the radial integrand of screened exchange at momentum `k`,
without its constant prefactor `-1/π`. -/
def radialPrimitive (κ k p : ℝ) : ℝ :=
  p + (p ^ 2 - k ^ 2 + κ ^ 2) / (4 * k) *
      (Real.log ((p + k) ^ 2 + κ ^ 2) - Real.log ((p - k) ^ 2 + κ ^ 2))
    - (κ * Real.arctan ((p + k) / κ) + κ * Real.arctan ((p - k) / κ))
```

## The Coulomb hole is a Lorentzian integral

By the chain rule, for any shift $c$,

$$\frac{d}{dx}\,\kappa\arctan\frac{x+c}{\kappa}=\frac{1}{1+(x+c)^2/\kappa^2}=\frac{\kappa^2}{(x+c)^2+\kappa^2}.$$

```lean
/-- The derivative of a shifted arctangent of width `κ` is a Lorentzian. -/
theorem hasDerivAt_arctan_shift {κ : ℝ} (hκ : 0 < κ) (c x : ℝ) :
    HasDerivAt (fun y => κ * Real.arctan ((y + c) / κ)) (κ ^ 2 / ((x + c) ^ 2 + κ ^ 2)) x := by
  have h : HasDerivAt (fun y => κ * Real.arctan ((y + c) / κ))
      (κ * (1 / (1 + ((x + c) / κ) ^ 2) * (1 / κ))) x :=
    ((((hasDerivAt_id' x).add_const c).div_const κ).arctan).const_mul κ
  refine h.congr_deriv ?_
  have hD : (x + c) ^ 2 + κ ^ 2 ≠ 0 := by positivity
  have e : 1 + ((x + c) / κ) ^ 2 = ((x + c) ^ 2 + κ ^ 2) / κ ^ 2 := by
    field_simp
    ring
  rw [e]
  field_simp
```

The difference of interactions is $W-v=-4\pi\kappa^2/[q^2(q^2+\kappa^2)]$. The measure cancels the $q^2$, so

$$\Sigma_{\rm COH}=\frac1\pi\int_0^\infty\frac{-\kappa^2}{q^2+\kappa^2}\,dq .$$

```lean
/-- The Coulomb hole is the integral of a negative Lorentzian over the momentum transfer. -/
theorem coulombHole_eq_integral (κ : ℝ) :
    coulombHole κ = 1 / π * ∫ q in Ioi (0 : ℝ), -κ ^ 2 / (q ^ 2 + κ ^ 2) := by
  have h : (∫ q in Ioi (0 : ℝ),
      4 * π * q ^ 2 / (2 * π) ^ 3 * (screenedW κ (q ^ 2) - screenedW 0 (q ^ 2)))
      = ∫ q in Ioi (0 : ℝ), 2 / π * (-κ ^ 2 / (q ^ 2 + κ ^ 2)) := by
    refine setIntegral_congr_fun measurableSet_Ioi (fun q hq => ?_)
    have hq' : 0 < q := hq
    have hD : q ^ 2 + κ ^ 2 ≠ 0 := by positivity
    have hz : q ^ 2 + (0 : ℝ) ^ 2 = q ^ 2 := by ring
    simp only [screenedW, hz]
    field_simp
    ring
  rw [coulombHole, h, integral_const_mul]
  ring
```

The proof rewrites the integrand pointwise for $q>0$ and then takes out the constant.

The primitive $\kappa\arctan(q/\kappa)$ rises from $0$ to $\kappa\pi/2$, hence

$$\Sigma_{\rm COH}=-\frac1\pi\cdot\frac{\kappa\pi}{2}=-\frac{\kappa}{2}.$$

```lean
/-- The Coulomb-hole energy for screening wave number `κ` is `-κ/2`. -/
theorem coulombHole_eq {κ : ℝ} (hκ : 0 < κ) : coulombHole κ = -κ / 2 := by
  have hlim : Tendsto (fun q : ℝ => κ * Real.arctan ((q + 0) / κ)) atTop (𝓝 (κ * (π / 2))) := by
    simp only [add_zero]
    exact ((tendsto_nhds_of_tendsto_nhdsWithin Real.tendsto_arctan_atTop).comp
      (tendsto_id.atTop_div_const hκ)).const_mul κ
  have h := integral_Ioi_of_hasDerivAt_of_nonneg' (a := (0 : ℝ))
    (fun x _ => hasDerivAt_arctan_shift hκ 0 x) (fun x _ => by positivity) hlim
  simp only [add_zero, zero_div, Real.arctan_zero, mul_zero, sub_zero] at h
  rw [coulombHole_eq_integral]
  simp only [neg_div, integral_neg]
  rw [h]
  field_simp
```

Here `hlim` is the limit at infinity. The integration theorem for nonnegative derivatives turns it into the value of the improper integral. The result does not depend on $k$, so the Coulomb hole shifts the whole band rigidly.

## Screened exchange at nonzero momentum

The denominator is linear in $\mu$ and equals $D_-$ at $\mu=1$ and $D_+$ at $\mu=-1$. For $p\neq0$,

$$\int_{-1}^{1}\frac{4\pi\,d\mu}{k^2+p^2-2kp\mu+\kappa^2}=\frac{4\pi}{2kp}\,(\ln D_+-\ln D_-).$$

The denominator never vanishes, because it equals $(k-p\mu)^2+p^2(1-\mu^2)+\kappa^2$.

```lean
/-- The screened interaction integrated over the cosine `μ` of the angle between momenta `k` and `p`
is `4π/(2kp)` times a difference of logarithms. -/
theorem angular_integral {κ k p : ℝ} (hκ : 0 < κ) (hk : 0 < k) (hp : p ≠ 0) :
    ∫ μ in (-1 : ℝ)..1, screenedW κ (k ^ 2 + p ^ 2 - 2 * k * p * μ) =
      4 * π / (2 * k * p) *
        (Real.log ((p + k) ^ 2 + κ ^ 2) - Real.log ((p - k) ^ 2 + κ ^ 2)) := by
  have hD : ∀ μ ∈ uIcc (-1 : ℝ) 1, k ^ 2 + p ^ 2 - 2 * k * p * μ + κ ^ 2 ≠ 0 := by
    intro μ hμ
    rw [uIcc_of_le (by norm_num)] at hμ
    have h1 : 0 ≤ 1 - μ ^ 2 := by nlinarith [hμ.1, hμ.2]
    have h2 := mul_nonneg (sq_nonneg p) h1
    have h3 : 0 < κ ^ 2 := by positivity
    nlinarith [sq_nonneg (k - p * μ)]
  have hd : ∀ μ ∈ uIcc (-1 : ℝ) 1, HasDerivAt
      (fun μ => -(4 * π / (2 * k * p)) * Real.log (k ^ 2 + p ^ 2 - 2 * k * p * μ + κ ^ 2))
      (screenedW κ (k ^ 2 + p ^ 2 - 2 * k * p * μ)) μ := by
    intro μ hμ
    have hne := hD μ hμ
    have h := (((((hasDerivAt_id' μ).const_mul (2 * k * p)).const_sub
      (k ^ 2 + p ^ 2)).add_const (κ ^ 2)).log hne).const_mul (-(4 * π / (2 * k * p)))
    refine h.congr_deriv ?_
    unfold screenedW
    generalize k ^ 2 + p ^ 2 - 2 * k * p * μ + κ ^ 2 = D at hne ⊢
    field_simp
  have hi : IntervalIntegrable (fun μ => screenedW κ (k ^ 2 + p ^ 2 - 2 * k * p * μ))
      volume (-1) 1 :=
    (ContinuousOn.div continuousOn_const (by fun_prop) hD).intervalIntegrable
  rw [intervalIntegral.integral_eq_sub_of_hasDerivAt hd hi,
    show k ^ 2 + p ^ 2 - 2 * k * p * 1 + κ ^ 2 = (p - k) ^ 2 + κ ^ 2 by ring,
    show k ^ 2 + p ^ 2 - 2 * k * p * (-1) + κ ^ 2 = (p + k) ^ 2 + κ ^ 2 by ring]
  ring
```

`hD` proves this positivity argument, `hd` checks the logarithmic primitive, and the fundamental theorem of calculus supplies the endpoints.

To differentiate $F_k$, use $p^2-k^2+\kappa^2=D_+-2k(p+k)=D_-+2k(p-k)$. Then

$$\begin{aligned}
\frac{p^2-k^2+\kappa^2}{4k}\,L'
&=\frac{1}{4k}\left[2(p+k)-\frac{4k(p+k)^2}{D_+}-2(p-k)-\frac{4k(p-k)^2}{D_-}\right]\\
&=-1+\frac{\kappa^2}{D_+}+\frac{\kappa^2}{D_-}.
\end{aligned}$$

The $-1$ cancels the derivative of $p$, and the Lorentzians cancel those of the arctangents. What remains is $F_k'(p)=pL/(2k)$.

```lean
/-- The derivative of the radial primitive is `p/(2k)` times the logarithmic difference from the
angular integral. -/
theorem hasDerivAt_radialPrimitive {κ k : ℝ} (hκ : 0 < κ) (hk : 0 < k) (p : ℝ) :
    HasDerivAt (radialPrimitive κ k) (p / (2 * k) *
      (Real.log ((p + k) ^ 2 + κ ^ 2) - Real.log ((p - k) ^ 2 + κ ^ 2))) p := by
  have h1 : (p + k) ^ 2 + κ ^ 2 ≠ 0 := by positivity
  have h2 : (p - k) ^ 2 + κ ^ 2 ≠ 0 := by positivity
  have hL1 : HasDerivAt (fun y => Real.log ((y + k) ^ 2 + κ ^ 2))
      (2 * (p + k) / ((p + k) ^ 2 + κ ^ 2)) p :=
    (((((hasDerivAt_id' p).add_const k).fun_pow 2).add_const (κ ^ 2)).log h1).congr_deriv
      (by simp)
  have hL2 : HasDerivAt (fun y => Real.log ((y - k) ^ 2 + κ ^ 2))
      (2 * (p - k) / ((p - k) ^ 2 + κ ^ 2)) p :=
    (((((hasDerivAt_id' p).sub_const k).fun_pow 2).add_const (κ ^ 2)).log h2).congr_deriv
      (by simp)
  have hA1 := hasDerivAt_arctan_shift hκ k p
  have hA2 : HasDerivAt (fun y => κ * Real.arctan ((y - k) / κ))
      (κ ^ 2 / ((p - k) ^ 2 + κ ^ 2)) p := by
    simpa only [← sub_eq_add_neg] using hasDerivAt_arctan_shift hκ (-k) p
  have hQ : HasDerivAt (fun y : ℝ => (y ^ 2 - k ^ 2 + κ ^ 2) / (4 * k)) (2 * p / (4 * k)) p :=
    (((((hasDerivAt_id' p).fun_pow 2).sub_const (k ^ 2)).add_const (κ ^ 2)).div_const
      (4 * k)).congr_deriv (by simp)
  have h := ((hasDerivAt_id' p).fun_add (hQ.fun_mul (hL1.fun_sub hL2))).fun_sub
    (hA1.fun_add hA2)
  refine h.congr_deriv ?_
  -- all rational terms cancel
  have key : 1 + (p ^ 2 - k ^ 2 + κ ^ 2) / (4 * k) *
      (2 * (p + k) / ((p + k) ^ 2 + κ ^ 2) - 2 * (p - k) / ((p - k) ^ 2 + κ ^ 2))
      - (κ ^ 2 / ((p + k) ^ 2 + κ ^ 2) + κ ^ 2 / ((p - k) ^ 2 + κ ^ 2)) = 0 := by
    field_simp
    ring
  linear_combination key
```

The cancellation is the identity `key`; the lines before it assemble the derivative term by term.

At $p=0$ the logarithms are equal and the arctangents are opposite, so $F_k(0)=0$. Therefore $S(k)=-F_k(k_F)/\pi$, or

$$S(k)=-\frac1\pi\left[k_F+\frac{k_F^2-k^2+\kappa^2}{4k}\ln\frac{(k_F+k)^2+\kappa^2}{(k_F-k)^2+\kappa^2}-\kappa\left(\arctan\frac{k_F+k}{\kappa}+\arctan\frac{k_F-k}{\kappa}\right)\right].$$

```lean
/-- Closed form of the statically screened exchange energy at any momentum `k > 0`. -/
theorem screenedExchange_eq {κ k : ℝ} (hκ : 0 < κ) (hk : 0 < k) (kF : ℝ) :
    screenedExchange κ kF k = -(1 / π) * (kF + (kF ^ 2 - k ^ 2 + κ ^ 2) / (4 * k) *
        Real.log (((kF + k) ^ 2 + κ ^ 2) / ((kF - k) ^ 2 + κ ^ 2))
      - κ * (Real.arctan ((kF + k) / κ) + Real.arctan ((kF - k) / κ))) := by
  have hin : ∀ p : ℝ, (∫ μ in (-1 : ℝ)..1,
      2 * π * p ^ 2 / (2 * π) ^ 3 * screenedW κ (k ^ 2 + p ^ 2 - 2 * k * p * μ)) =
      1 / π * (p / (2 * k) *
        (Real.log ((p + k) ^ 2 + κ ^ 2) - Real.log ((p - k) ^ 2 + κ ^ 2))) := by
    intro p
    rw [intervalIntegral.integral_const_mul]
    rcases eq_or_ne p 0 with rfl | hp
    · simp
    · rw [angular_integral hκ hk hp]
      generalize Real.log ((p + k) ^ 2 + κ ^ 2) - Real.log ((p - k) ^ 2 + κ ^ 2) = L
      field_simp
      ring
  have hc : Continuous (fun p : ℝ => 1 / π * (p / (2 * k) *
      (Real.log ((p + k) ^ 2 + κ ^ 2) - Real.log ((p - k) ^ 2 + κ ^ 2)))) :=
    continuous_const.mul ((continuous_id.div_const _).mul
      ((Continuous.log (by fun_prop) (fun p => by positivity)).sub
        (Continuous.log (by fun_prop) (fun p => by positivity))))
  have h0 : radialPrimitive κ k 0 = 0 := by
    simp [radialPrimitive, neg_div, Real.arctan_neg]
  unfold screenedExchange
  simp only [hin]
  rw [intervalIntegral.integral_eq_sub_of_hasDerivAt
    (fun p _ => (hasDerivAt_radialPrimitive hκ hk p).const_mul (1 / π))
    (hc.intervalIntegrable _ _), h0, radialPrimitive,
    Real.log_div (by positivity) (by positivity)]
  ring
```

The theorem holds for every $k>0$, inside or outside the Fermi sphere. Lean also accepts any real `kF`; the physical reading needs $k_F\ge0$. In the proof, `hin` inserts the angular result and treats $p=0$ separately, where both sides are zero.

## The band bottom and the Fermi momentum

The general formula divides by $k$, so $k=0$ is integrated directly. The integrand no longer depends on $\mu$, and the angular integral gives a factor 2:

$$S(0)=-\frac2\pi\int_0^{k_F}\left(1-\frac{\kappa^2}{p^2+\kappa^2}\right)dp=-\frac2\pi\left(k_F-\kappa\arctan\frac{k_F}{\kappa}\right).$$

```lean
/-- Screened exchange at the band bottom `k = 0`. -/
theorem screenedExchange_zero {κ : ℝ} (hκ : 0 < κ) (kF : ℝ) :
    screenedExchange κ kF 0 = -(2 / π) * (kF - κ * Real.arctan (kF / κ)) := by
  have hin : ∀ p : ℝ, (∫ μ in (-1 : ℝ)..1,
      2 * π * p ^ 2 / (2 * π) ^ 3 * screenedW κ (0 ^ 2 + p ^ 2 - 2 * 0 * p * μ)) =
      2 / π * (1 - κ ^ 2 / (p ^ 2 + κ ^ 2)) := by
    intro p
    have e : ∀ μ : ℝ, 0 ^ 2 + p ^ 2 - 2 * 0 * p * μ = p ^ 2 := fun μ => by ring
    have hD : p ^ 2 + κ ^ 2 ≠ 0 := by positivity
    simp only [e, intervalIntegral.integral_const, smul_eq_mul, screenedW]
    field_simp
    ring
  have hd : ∀ p : ℝ, HasDerivAt (fun p => 2 / π * (p - κ * Real.arctan (p / κ)))
      (2 / π * (1 - κ ^ 2 / (p ^ 2 + κ ^ 2))) p := by
    intro p
    have h := hasDerivAt_arctan_shift hκ 0 p
    simp only [add_zero] at h
    exact ((hasDerivAt_id' p).fun_sub h).const_mul (2 / π)
  have hc : Continuous (fun p : ℝ => 2 / π * (1 - κ ^ 2 / (p ^ 2 + κ ^ 2))) :=
    continuous_const.mul (continuous_const.sub
      (continuous_const.div (by fun_prop) (fun p => by positivity)))
  unfold screenedExchange
  simp only [hin]
  rw [intervalIntegral.integral_eq_sub_of_hasDerivAt (fun p _ => hd p)
    (hc.intervalIntegrable _ _)]
  simp only [zero_div, Real.arctan_zero, mul_zero, sub_zero]
  ring
```

At $k=k_F>0$ the second arctangent vanishes and the logarithm's argument becomes $(4k_F^2+\kappa^2)/\kappa^2$:

$$S(k_F)=-\frac1\pi\left[k_F+\frac{\kappa^2}{4k_F}\ln\left(1+\frac{4k_F^2}{\kappa^2}\right)-\kappa\arctan\frac{2k_F}{\kappa}\right].$$

```lean
/-- Screened exchange at the Fermi momentum `k = kF`. -/
theorem screenedExchange_fermi {κ kF : ℝ} (hκ : 0 < κ) (hF : 0 < kF) :
    screenedExchange κ kF kF = -(1 / π) * (kF
      + κ ^ 2 * Real.log (1 + 4 * kF ^ 2 / κ ^ 2) / (4 * kF)
      - κ * Real.arctan (2 * kF / κ)) := by
  have e : ((kF + kF) ^ 2 + κ ^ 2) / ((kF - kF) ^ 2 + κ ^ 2) = 1 + 4 * kF ^ 2 / κ ^ 2 := by
    rw [show (kF - kF) ^ 2 + κ ^ 2 = κ ^ 2 by ring]
    field_simp
    ring
  have e2 : (kF - kF) / κ = 0 := by simp
  rw [screenedExchange_eq hκ hF, e, e2, Real.arctan_zero, ← two_mul kF]
  ring
```

Take $\kappa=k_F=1$. The Coulomb hole is $-0.5$. At the band bottom, $S(0)=-\frac2\pi(1-\frac\pi4)\approx-0.1366$. At the Fermi momentum, $S(k_F)=-\frac1\pi(1+\frac14\ln5-\arctan2)\approx-0.0940$. Exchange thus rises by about $0.043$ hartree across the occupied band.

## Recovering bare exchange

As $\kappa\to0^+$, the arctangent terms vanish because $|\kappa\arctan(x/\kappa)|\le|\kappa|\pi/2$. The logarithmic term vanishes because

$$\kappa^2\ln\left(1+\frac{4k_F^2}{\kappa^2}\right)=\kappa^2\ln(\kappa^2+4k_F^2)-\kappa^2\ln\kappa^2\to0 .$$

What is left is $S(0)\to-2k_F/\pi$ and $S(k_F)\to-k_F/\pi$, the bare exchange energies. For $k_F=1$ they differ by $0.318$ hartree, against $0.043$ in the screened example.

```lean
/-- As the screening wave number tends to zero, the exchange energies at `k = 0` and `k = kF`
tend to `-2kF/π` and `-kF/π`. -/
theorem unscreened_limit {kF : ℝ} (hF : 0 < kF) :
    Tendsto (fun κ => screenedExchange κ kF 0) (𝓝[>] 0) (𝓝 (-(2 * kF / π))) ∧
    Tendsto (fun κ => screenedExchange κ kF kF) (𝓝[>] 0) (𝓝 (-(kF / π))) := by
  -- the arctangent is bounded, so its prefactor `κ` removes it
  have hat : ∀ x : ℝ, Tendsto (fun κ : ℝ => κ * Real.arctan (x / κ)) (𝓝[>] 0) (𝓝 0) := by
    intro x
    have hb : Continuous (fun κ : ℝ => |κ| * (π / 2)) := by fun_prop
    refine squeeze_zero_norm (a := fun κ : ℝ => |κ| * (π / 2)) (fun κ => ?_)
      ((hb.tendsto' 0 0 (by simp)).mono_left nhdsWithin_le_nhds)
    rw [Real.norm_eq_abs, abs_mul]
    exact mul_le_mul_of_nonneg_left (abs_le.2 ⟨(Real.neg_pi_div_two_lt_arctan _).le,
      (Real.arctan_lt_pi_div_two _).le⟩) (abs_nonneg κ)
  -- the logarithm is removed by continuity of `x log x`
  have hC : Continuous (fun κ : ℝ =>
      κ ^ 2 * Real.log (κ ^ 2 + 4 * kF ^ 2) - κ ^ 2 * Real.log (κ ^ 2)) :=
    ((continuous_pow 2).mul (Continuous.log (by fun_prop) (fun κ => by positivity))).sub
      (Real.continuous_mul_log.comp (continuous_pow 2))
  have hl := (hC.tendsto' 0 0 (by simp)).mono_left (nhdsWithin_le_nhds (s := Ioi (0 : ℝ)))
  constructor
  · have h := ((tendsto_const_nhds (x := kF)).sub (hat kF)).const_mul (-(2 / π))
    rw [show -(2 * kF / π) = -(2 / π) * (kF - 0) by ring]
    refine Tendsto.congr' ?_ h
    filter_upwards [self_mem_nhdsWithin] with κ hκ
    exact (screenedExchange_zero hκ kF).symm
  · have h := (((tendsto_const_nhds (x := kF)).add (hl.div_const (4 * kF))).sub
      (hat (2 * kF))).const_mul (-(1 / π))
    rw [show -(kF / π) = -(1 / π) * (kF + 0 / (4 * kF) - 0) by ring]
    refine Tendsto.congr' ?_ h
    filter_upwards [self_mem_nhdsWithin] with κ hκ
    have hκ' : 0 < κ := hκ
    have e : 1 + 4 * kF ^ 2 / κ ^ 2 = (κ ^ 2 + 4 * kF ^ 2) / κ ^ 2 := by
      field_simp
    rw [screenedExchange_fermi hκ' hF, e, Real.log_div (by positivity) (by positivity)]
    ring

end

end StaticCOHSEX
```

`hat` is the limit of the arctangent terms, obtained from the bound above, and `hl` is the logarithmic limit, obtained from the continuity of $x\ln x$ at zero. The filter `𝓝[>] 0` means that $\kappa$ approaches zero through positive values, where the closed forms apply.

```lean
#print axioms StaticCOHSEX.coulombHole_eq
#print axioms StaticCOHSEX.screenedExchange_eq
#print axioms StaticCOHSEX.unscreened_limit
```

```
'StaticCOHSEX.coulombHole_eq' depends on axioms: [propext, Classical.choice, Quot.sound]
'StaticCOHSEX.screenedExchange_eq' depends on axioms: [propext, Classical.choice, Quot.sound]
'StaticCOHSEX.unscreened_limit' depends on axioms: [propext, Classical.choice, Quot.sound]
```
